# Finitely many cold plasma streams with distinct velocities have only real mode frequencies at short wavelengths

In the cold-stream model of a plasma, a non-real mode frequency comes paired with its complex conjugate, and one of the two modes grows exponentially; without a bound on the unstable wave numbers, a search for such modes up to any finite $k$ leaves all shorter waves open. For finitely many cold streams with positive weights and distinct velocities, the following Lean file proves that such a bound exists.

```lean
import Mathlib

open Finset

namespace MultiStreamPlasma

noncomputable section

variable {ι : Type*} [Fintype ι]

/-- The summed response of cold streams with weights `c j` and velocities `v j` at wave number `k`
and complex frequency `w`, for `w` different from every resonance `k * v j`. -/
def response (c v : ι → ℝ) (k : ℝ) (w : ℂ) : ℂ :=
  ∑ j, (c j : ℂ) / (w - (k : ℂ) * (v j : ℂ)) ^ 2

/-- A plasma mode: a complex frequency away from all resonances that solves the
multi-stream dispersion relation. -/
def IsMode (c v : ι → ℝ) (k : ℝ) (w : ℂ) : Prop :=
  (∀ j, w ≠ (k : ℂ) * (v j : ℂ)) ∧ 1 = response c v k w

/-- Real and imaginary parts of the response of one stream, at detuning `a` and nonzero
imaginary frequency `y`. -/
theorem stream_term (c a y : ℝ) (hy : y ≠ 0) :
    (c : ℂ) / ((a : ℂ) + (y : ℂ) * Complex.I) ^ 2 =
      ((c * (a ^ 2 - y ^ 2) / (a ^ 2 + y ^ 2) ^ 2 : ℝ) : ℂ) +
      ((-(2 * y) * (c * a / (a ^ 2 + y ^ 2) ^ 2) : ℝ) : ℂ) * Complex.I := by
  have hr : a ^ 2 + y ^ 2 ≠ 0 := by positivity
  have hrC : (a : ℂ) ^ 2 + (y : ℂ) ^ 2 ≠ 0 := by exact_mod_cast hr
  have hz : (a : ℂ) + (y : ℂ) * Complex.I ≠ 0 := by
    intro h
    have h' := congrArg Complex.im h
    simp at h'
    exact hy h'
  have hR : ((a : ℂ) + y * Complex.I) * ((a : ℂ) - y * Complex.I) = (a : ℂ) ^ 2 + (y : ℂ) ^ 2 := by
    linear_combination (-(y : ℂ) ^ 2) * Complex.I_sq
  -- multiply numerator and denominator by the conjugate
  calc (c : ℂ) / ((a : ℂ) + (y : ℂ) * Complex.I) ^ 2
      = c * ((a : ℂ) - y * Complex.I) ^ 2 / ((a : ℂ) ^ 2 + (y : ℂ) ^ 2) ^ 2 := by
        rw [div_eq_div_iff (pow_ne_zero 2 hz) (pow_ne_zero 2 hrC), ← hR]
        ring
    _ = _ := by
        push_cast
        linear_combination
          ((c : ℂ) * (y : ℂ) ^ 2 / ((a : ℂ) ^ 2 + (y : ℂ) ^ 2) ^ 2) * Complex.I_sq

/-- For a non-real mode, the real and imaginary parts of the dispersion relation combine into
one real identity with a freely chosen reference frequency `m`. -/
theorem mode_balance {c v : ι → ℝ} {k : ℝ} {w : ℂ} (hw : IsMode c v k w) (hy : w.im ≠ 0)
    (m : ℝ) :
    ∑ j, c j * ((w.re - k * v j) * (m - k * v j) - w.im ^ 2) /
      ((w.re - k * v j) ^ 2 + w.im ^ 2) ^ 2 = 1 := by
  have hterm := fun j => stream_term (c j) (w.re - k * v j) w.im hy
  have hshift : ∀ j, ((w.re - k * v j : ℝ) : ℂ) + (w.im : ℂ) * Complex.I
      = w - (k : ℂ) * (v j : ℂ) := by
    intro j
    apply Complex.ext <;> simp
  simp only [hshift] at hterm
  have h := hw.2
  unfold response at h
  rw [Finset.sum_congr rfl (fun j _ => hterm j)] at h
  have hre := congrArg Complex.re h
  have him := congrArg Complex.im h
  simp only [Complex.one_re, Complex.re_sum, Complex.add_re, Complex.ofReal_re, Complex.mul_re,
    Complex.ofReal_im, Complex.I_re, Complex.I_im, mul_zero, zero_mul, sub_zero, add_zero] at hre
  simp only [Complex.one_im, Complex.im_sum, Complex.add_im, Complex.ofReal_re, Complex.mul_im,
    Complex.ofReal_im, Complex.I_re, Complex.I_im, mul_zero, mul_one, zero_add, add_zero] at him
  rw [← Finset.mul_sum] at him
  have hzero : ∑ j, c j * (w.re - k * v j) / ((w.re - k * v j) ^ 2 + w.im ^ 2) ^ 2 = 0 := by
    rcases mul_eq_zero.mp him.symm with h0 | h0
    · exact absurd (by linarith) hy
    · exact h0
  -- add a multiple of the vanishing imaginary part to the real part
  calc _ = ∑ j, c j * ((w.re - k * v j) ^ 2 - w.im ^ 2) /
          ((w.re - k * v j) ^ 2 + w.im ^ 2) ^ 2 + (m - w.re) *
        ∑ j, c j * (w.re - k * v j) / ((w.re - k * v j) ^ 2 + w.im ^ 2) ^ 2 := by
        rw [Finset.mul_sum, ← Finset.sum_add_distrib]
        refine Finset.sum_congr rfl (fun j _ => ?_)
        ring
    _ = 1 := by rw [hzero, ← hre]; ring

/-- Bound on the contribution of a stream with detuning `A` at least as large in size as the
detuning `B` of another stream and as the distance `D`, for `y ≠ 0` and `c ≥ 0`. -/
theorem far_stream_le {c A B D y : ℝ} (hc : 0 ≤ c) (hB : B ^ 2 ≤ A ^ 2) (hD : D ^ 2 ≤ A ^ 2)
    (hy : y ≠ 0) :
    c * (A * (A - B) - y ^ 2) / (A ^ 2 + y ^ 2) ^ 2 ≤ 2 * c / (y ^ 2 + D ^ 2) := by
  have h1 : A * (A - B) - y ^ 2 ≤ 2 * (A ^ 2 + y ^ 2) := by
    nlinarith [sq_nonneg (A + B), sq_nonneg y]
  have h2 : y ^ 2 + D ^ 2 ≤ A ^ 2 + y ^ 2 := by linarith
  rw [div_le_div_iff₀ (by positivity) (by positivity)]
  calc c * (A * (A - B) - y ^ 2) * (y ^ 2 + D ^ 2)
      ≤ c * (2 * (A ^ 2 + y ^ 2)) * (y ^ 2 + D ^ 2) :=
        mul_le_mul_of_nonneg_right (mul_le_mul_of_nonneg_left h1 hc) (by positivity)
    _ ≤ c * (2 * (A ^ 2 + y ^ 2)) * (A ^ 2 + y ^ 2) :=
        mul_le_mul_of_nonneg_left h2 (by positivity)
    _ = 2 * c * (A ^ 2 + y ^ 2) ^ 2 := by ring

/-- Growth-rate bound: for positive weights, velocities at least `δ > 0` apart and `k > 0`, a
non-real mode has `(Im w)² + (kδ/2)²` at most twice the total weight of all streams but one. -/
theorem growth_bound [DecidableEq ι] {c v : ι → ℝ} (hc : ∀ j, 0 < c j) {δ k : ℝ} (hδ : 0 < δ)
    (hv : ∀ i j, i ≠ j → δ ≤ |v i - v j|) (hk : 0 < k) {w : ℂ} (hw : IsMode c v k w)
    (hy : w.im ≠ 0) :
    ∃ i, w.im ^ 2 + (k * δ / 2) ^ 2 ≤ 2 * ∑ j ∈ univ.erase i, c j := by
  rcases isEmpty_or_nonempty ι with he | hne
  · have h := mode_balance hw hy 0
    simp at h
  -- the stream whose resonance is nearest to the real frequency
  obtain ⟨i, hi⟩ := Finite.exists_min (fun j => |w.re - k * v j|)
  refine ⟨i, ?_⟩
  have hP : 0 < w.im ^ 2 + (k * δ / 2) ^ 2 := by positivity
  have hb := mode_balance hw hy (k * v i)
  rw [← Finset.add_sum_erase _ _ (Finset.mem_univ i)] at hb
  have hnear : c i * ((w.re - k * v i) * (k * v i - k * v i) - w.im ^ 2) /
      ((w.re - k * v i) ^ 2 + w.im ^ 2) ^ 2 ≤ 0 := by
    apply div_nonpos_of_nonpos_of_nonneg _ (by positivity)
    nlinarith [mul_nonneg (hc i).le (sq_nonneg w.im)]
  have hfar : ∑ j ∈ univ.erase i, c j * ((w.re - k * v j) * (k * v i - k * v j) - w.im ^ 2) /
      ((w.re - k * v j) ^ 2 + w.im ^ 2) ^ 2 ≤
      ∑ j ∈ univ.erase i, 2 * c j / (w.im ^ 2 + (k * δ / 2) ^ 2) := by
    refine Finset.sum_le_sum (fun j hj => ?_)
    have hgap := mul_le_mul_of_nonneg_left (hv i j (Finset.ne_of_mem_erase hj).symm) hk.le
    have habs : k * |v i - v j| = |(w.re - k * v j) - (w.re - k * v i)| := by
      rw [← abs_of_pos hk, ← abs_mul, abs_of_pos hk]
      congr 1
      ring
    have htri := abs_sub (w.re - k * v j) (w.re - k * v i)
    have hij : |w.re - k * v i| ≤ |w.re - k * v j| := hi j
    have hD : |k * δ / 2| ≤ |w.re - k * v j| := by
      rw [abs_of_pos (by positivity)]
      linarith
    have h := far_stream_le (hc j).le (sq_le_sq.mpr hij) (sq_le_sq.mpr hD) hy
    have e : (w.re - k * v j) - (w.re - k * v i) = k * v i - k * v j := by ring
    rwa [e] at h
  rw [← Finset.sum_div, ← Finset.mul_sum] at hfar
  have h1 : 1 ≤ (2 * ∑ j ∈ univ.erase i, c j) / (w.im ^ 2 + (k * δ / 2) ^ 2) := by linarith
  rw [le_div_iff₀ hP] at h1
  linarith

/-- Explicit stability criterion: for positive weights, velocities at least `δ > 0` apart and
`k > 0`, all modes are real if `(kδ/2)²` is at least twice the total weight of all streams but
any one. -/
theorem modes_real [DecidableEq ι] {c v : ι → ℝ} (hc : ∀ j, 0 < c j) {δ k : ℝ} (hδ : 0 < δ)
    (hv : ∀ i j, i ≠ j → δ ≤ |v i - v j|) (hk : 0 < k)
    (h : ∀ i, 2 * ∑ j ∈ univ.erase i, c j ≤ (k * δ / 2) ^ 2) {w : ℂ} (hw : IsMode c v k w) :
    w.im = 0 := by
  by_contra hy
  have hy' : w.im ≠ 0 := hy
  obtain ⟨i, hi⟩ := growth_bound hc hδ hv hk hw hy'
  have hpos : 0 < w.im ^ 2 := by positivity
  linarith [h i]

/-- Short-wavelength stability: for finitely many streams with positive weights and distinct
velocities, all modes are real once the wave number exceeds some threshold `K > 0`. -/
theorem short_waves_stable {c v : ι → ℝ} (hc : ∀ j, 0 < c j) (hv : Function.Injective v) :
    ∃ K : ℝ, 0 < K ∧ ∀ k, K < k → ∀ w, IsMode c v k w → w.im = 0 := by
  classical
  -- finitely many distinct velocities have a smallest gap
  have hgap : ∃ δ : ℝ, 0 < δ ∧ ∀ i j, i ≠ j → δ ≤ |v i - v j| := by
    rcases isEmpty_or_nonempty {p : ι × ι // p.1 ≠ p.2} with h | h
    · exact ⟨1, one_pos, fun i j hij => (h.false ⟨(i, j), hij⟩).elim⟩
    · obtain ⟨p, hp⟩ := Finite.exists_min
        (fun p : {p : ι × ι // p.1 ≠ p.2} => |v p.1.1 - v p.1.2|)
      exact ⟨_, abs_pos.mpr (sub_ne_zero.mpr (fun e => p.2 (hv e))),
        fun i j hij => hp ⟨(i, j), hij⟩⟩
  obtain ⟨δ, hδ, hsep⟩ := hgap
  have hC : 0 ≤ ∑ j, c j := Finset.sum_nonneg (fun j _ => (hc j).le)
  have hq : 0 ≤ 8 * (∑ j, c j) / δ ^ 2 := by positivity
  refine ⟨1 + 8 * (∑ j, c j) / δ ^ 2, by linarith, fun k hk w hw => ?_⟩
  have hk1 : 1 < k := by linarith
  have hkC : 8 * (∑ j, c j) / δ ^ 2 < k := by linarith
  rw [div_lt_iff₀ (by positivity)] at hkC
  refine modes_real hc hδ hsep (by linarith) (fun i => ?_) hw
  have hsub : ∑ j ∈ univ.erase i, c j ≤ ∑ j, c j :=
    Finset.sum_le_sum_of_subset_of_nonneg (Finset.erase_subset _ _) (fun j _ _ => (hc j).le)
  have hkk : 0 ≤ k * (k - 1) * δ ^ 2 :=
    mul_nonneg (mul_nonneg (by linarith) (by linarith)) (sq_nonneg δ)
  nlinarith

/-- The rate `√(√(c² + 4cq²) - q² - c)` for two equal counter-streams of weight `c` with
resonances at `q` and `-q`, meant for `c > 0` and `0 < q² < 2c`. -/
def twoStreamRate (c q : ℝ) : ℝ := √(√(c ^ 2 + 4 * c * q ^ 2) - q ^ 2 - c)

/-- Two-stream instability: equal streams of weight `c > 0` at velocities `u` and `-u` have a
purely growing mode with rate `twoStreamRate c (k * u)` when `0 < (ku)² < 2c`. -/
theorem two_stream_unstable {c k u : ℝ} (hc : 0 < c) (hq : k * u ≠ 0)
    (h : (k * u) ^ 2 < 2 * c) :
    0 < twoStreamRate c (k * u) ∧
      IsMode (fun _ : Fin 2 => c) ![u, -u] k ((twoStreamRate c (k * u) : ℂ) * Complex.I) := by
  have hs : √(c ^ 2 + 4 * c * (k * u) ^ 2) ^ 2 = c ^ 2 + 4 * c * (k * u) ^ 2 :=
    Real.sq_sqrt (by positivity)
  have hq2 : 0 < (k * u) ^ 2 := by positivity
  have hlt : (k * u) ^ 2 + c < √(c ^ 2 + 4 * c * (k * u) ^ 2) := by
    apply Real.lt_sqrt_of_sq_lt
    nlinarith [mul_pos hq2 (sub_pos.mpr h)]
  have hpos : 0 < twoStreamRate c (k * u) := Real.sqrt_pos.mpr (by linarith)
  have hy2 : twoStreamRate c (k * u) ^ 2 =
      √(c ^ 2 + 4 * c * (k * u) ^ 2) - (k * u) ^ 2 - c := Real.sq_sqrt (by linarith)
  -- the dispersion relation on the imaginary axis, cleared of denominators
  have hpoly : (twoStreamRate c (k * u) ^ 2 + (k * u) ^ 2) ^ 2 =
      2 * c * ((k * u) ^ 2 - twoStreamRate c (k * u) ^ 2) := by
    rw [hy2]
    linear_combination hs
  refine ⟨hpos, ?_⟩
  generalize twoStreamRate c (k * u) = y at hpos hpoly ⊢
  have hy : y ≠ 0 := hpos.ne'
  refine ⟨fun j hj => ?_, ?_⟩
  · have h' := congrArg Complex.im hj
    simp at h'
    exact hy h'
  · have hR : 2 * c * ((k * u) ^ 2 - y ^ 2) / ((k * u) ^ 2 + y ^ 2) ^ 2 = 1 := by
      rw [div_eq_one_iff_eq (by positivity)]
      linear_combination -hpoly
    have hC : ((2 * c * ((k * u) ^ 2 - y ^ 2) / ((k * u) ^ 2 + y ^ 2) ^ 2 : ℝ) : ℂ) = 1 := by
      rw [hR, Complex.ofReal_one]
    have h1 : (y : ℂ) * Complex.I - (k : ℂ) * (u : ℂ) =
        ((-(k * u) : ℝ) : ℂ) + (y : ℂ) * Complex.I := by push_cast; ring
    have h2 : (y : ℂ) * Complex.I - (k : ℂ) * ((-u : ℝ) : ℂ) =
        ((k * u : ℝ) : ℂ) + (y : ℂ) * Complex.I := by push_cast; ring
    unfold response
    rw [Fin.sum_univ_two]
    change (1 : ℂ) = (c : ℂ) / ((y : ℂ) * Complex.I - (k : ℂ) * (u : ℂ)) ^ 2 +
      (c : ℂ) / ((y : ℂ) * Complex.I - (k : ℂ) * ((-u : ℝ) : ℂ)) ^ 2
    rw [h1, h2, stream_term c (-(k * u)) y hy, stream_term c (k * u) y hy]
    push_cast at hC ⊢
    linear_combination -hC

/-- Two equal streams of weight `c > 0` at velocities `u` and `-u`, with `u, k > 0`, have only
real modes exactly when `2c ≤ (ku)²`. -/
theorem two_stream_stable_iff {c k u : ℝ} (hc : 0 < c) (hk : 0 < k) (hu : 0 < u) :
    (∀ w, IsMode (fun _ : Fin 2 => c) ![u, -u] k w → w.im = 0) ↔ 2 * c ≤ (k * u) ^ 2 := by
  constructor
  · intro hall
    by_contra hlt
    obtain ⟨hpos, hmode⟩ := two_stream_unstable hc (mul_pos hk hu).ne' (not_le.mp hlt)
    have h0 := hall _ hmode
    rw [Complex.im_ofReal_mul, Complex.I_im, mul_one] at h0
    exact hpos.ne' h0
  · intro h w hw
    have hsep : ∀ i j : Fin 2, i ≠ j → 2 * u ≤ |(![u, -u] : Fin 2 → ℝ) i - ![u, -u] j| := by
      intro i j hij
      fin_cases i <;> fin_cases j
      · exact absurd rfl hij
      · change 2 * u ≤ |u - -u|
        exact le_abs.mpr (Or.inl (by linarith))
      · change 2 * u ≤ |-u - u|
        exact le_abs.mpr (Or.inr (by linarith))
      · exact absurd rfl hij
    refine modes_real (fun _ => hc) (by linarith : 0 < 2 * u) hsep hk (fun i => ?_) hw
    have hsum : ∑ j ∈ univ.erase i, (fun _ : Fin 2 => c) j = c := by
      simp [Finset.card_erase_of_mem]
    rw [hsum]
    nlinarith

end

end MultiStreamPlasma
```

```lean
#print axioms MultiStreamPlasma.short_waves_stable
-- 'MultiStreamPlasma.short_waves_stable' depends on axioms: [propext, Classical.choice, Quot.sound]
#print axioms MultiStreamPlasma.two_stream_stable_iff
-- 'MultiStreamPlasma.two_stream_stable_iff' depends on axioms: [propext, Classical.choice, Quot.sound]
```

## Streams, weights and modes

Let stream $j$ have density $n_j$ and velocity $v_j$, and let its electrons have charge $-e$ and mass $m_e$; a fixed background of positive charge makes the undisturbed plasma neutral. A small disturbance proportional to $e^{i(kz-wt)}$, with $z$ the position along the streams, reaches this stream at the Doppler-shifted frequency $w-kv_j$. The linearised equations of motion and continuity, together with Gauss's law, give

$$1=\sum_j\frac{c_j}{(w-kv_j)^2},\qquad c_j=\frac{n_je^2}{\varepsilon_0m_e}.$$

The weight $c_j$ is thus the squared plasma frequency of stream $j$, not a speed, and $w$ is the frequency usually written $\omega$. The Lean file starts from this relation.

The finite type `ι` labels the streams, `c` and `v` are real functions on it, `k` is real and `w` is complex. The right-hand side of the relation is `response`. `IsMode` requires that `w` solves the relation and differs from every resonance $kv_j$. The second condition is needed because Lean sets division by zero to zero, which could otherwise create spurious modes.

The theorem `short_waves_stable` assumes `0 < c j` for every stream and `Function.Injective v`, which says that the velocities are distinct. It gives a $K>0$, chosen before $k$ and $w$, such that every mode with $k>K$ has `w.im = 0`. Stability here means the absence of exponential growth. The theorem also holds for a single stream, and trivially for none.

The cold, classical, collisionless and electrostatic response is an idealisation of a real plasma. At short wavelengths the velocity spread within a stream matters, and so does quantum recoil, which in the random-phase approximation replaces $(w-kv_j)^2$ by $(w-kv_j)^2-(\hbar k^2/2m_e)^2$. For simulations with finitely many cold classical beams, the result limits the wave numbers at which this linear dispersion relation can produce exponential growth.

## A non-real mode needs enough weight in the other streams

Suppose $w=x+iy$ is a mode with $y\ne0$, and write $a_j=x-kv_j$ and $r_j=a_j^2+y^2$. Multiplying numerator and denominator by the squared conjugate gives

$$\frac{c_j}{(a_j+iy)^2}=\frac{c_j(a_j^2-y^2)}{r_j^2}-2iy\,\frac{c_ja_j}{r_j^2}.$$

This is `stream_term`, where `linear_combination` supplies $i^2=-1$. Since $y\neq0$, the real and imaginary parts of the dispersion relation are

$$\sum_j\frac{c_j(a_j^2-y^2)}{r_j^2}=1,\qquad \sum_j\frac{c_ja_j}{r_j^2}=0.$$

Add $(m-x)$ times the second equation to the first, for any real reference frequency $m$. Because $a_j+m-x=m-kv_j$, the result is `mode_balance`:

$$\sum_j\frac{c_j\,[a_j(m-kv_j)-y^2]}{r_j^2}=1.$$

Now let $i$, when used as an index, label a stream whose resonance is nearest to $x$, so that $|a_i|\le|a_j|$ for all $j$; `Finite.exists_min` provides it. Set $m=kv_i$. The term of stream $i$ becomes $-c_iy^2/r_i^2\le0$. For $j\ne i$ we have $m-kv_j=a_j-a_i$, and therefore

$$a_j(a_j-a_i)-y^2\le2a_j^2\le2r_j.$$

If the velocities are at least $\delta>0$ apart and $k>0$, then $k\delta\le|a_j-a_i|\le2|a_j|$, which gives $r_j\ge y^2+(k\delta/2)^2$. Each of these terms is thus at most $2c_j/(y^2+(k\delta/2)^2)$, the estimate in `far_stream_le`. Summing over $j\ne i$ yields `growth_bound`:

$$y^2+\left(\frac{k\delta}{2}\right)^2\le2\sum_{j\ne i}c_j.$$

In Lean the sum runs over `univ.erase i`, all streams except $i$.

## From the bound to a threshold

If $2\sum_{j\ne i}c_j\le(k\delta/2)^2$ for every $i$, the bound would force $y^2\le0$, contradicting $y\ne0$. This is the explicit criterion `modes_real`.

For `short_waves_stable`, finitely many distinct velocities have a smallest gap $\delta>0$; with fewer than two streams, $\delta=1$ serves. Let $C=\sum_jc_j$. The proof takes $K=1+8C/\delta^2$, read as a number in fixed units. For $k>K$ we have $k>1$ and $k\delta^2>8C$, hence $k^2\delta^2>8C$ and

$$\left(\frac{k\delta}{2}\right)^2>2C\ge2\sum_{j\ne i}c_j.$$

The final `nlinarith` carries out this comparison. For at least one stream, a dimensionally consistent choice with the same effect is $\sqrt{8C}/\delta$.

## Two equal counter-streams

For weights $c>0$ at velocities $\pm u$, put $q=ku$. On the imaginary axis, $w=iy$, the dispersion relation reads

$$(y^2+q^2)^2=2c(q^2-y^2),$$

and solving this quadratic for $y^2$ gives

$$y^2=\sqrt{c^2+4cq^2}-q^2-c.$$

The right-hand side is positive exactly when $0<q^2<2c$. Its square root is `twoStreamRate`, and `two_stream_unstable` verifies that it gives a growing mode.

In the other direction, $\delta=2u$ and the other stream has weight $c$, so `modes_real` applies when $2c\le(ku)^2$. For $k,u>0$, `two_stream_stable_iff` combines the two: all modes are real if and only if $2c\le(ku)^2$. At equality $w=0$ is a double root, where growth linear in time remains possible.

## A negative weight

The weights $n_je^2/(\varepsilon_0m_e)$ of physical streams are never negative, but the mathematical statement does need a condition on the sign: its conclusion fails if weights may be negative. One stream with $c=-1$ and $v=0$ gives $1=-1/w^2$, so $w=\pm i$ at every $k$, and no threshold exists.
